# With finitely many fermionic modes, adding a large enough number penalty to a number-conserving Hamiltonian puts every minimiser of the sum in a chosen, non-empty particle sector

A variational search for a neutral molecule can return an ion. If the search space contains states of every electron number, the lowest state of the Hamiltonian $H$ may lie in the wrong sector. A common remedy adds $L(N-m)^2$, where $N$ counts particles, $m$ is the wanted number and $L$ is the penalty strength. If $L$ is too small, the ion still wins. The problems below find a sufficient $L$ when $H$ conserves $N$ and some $m$-particle state exists.

This bears on variational quantum eigensolvers with finitely many modes and an exact global minimum. That a real optimiser, with its restricted ansatz, reaches that minimum is a separate matter.

## Modes, particle number and energy

There are $M$ fermionic modes on a finite-dimensional complex inner-product space $V$, which need not be the standard Fock space.

```lean
import Mathlib

open LinearMap (adjoint)

noncomputable section

namespace ParticleNumberPenalty

variable {M : ℕ} {V : Type*} [NormedAddCommGroup V] [InnerProductSpace ℂ V]
  [FiniteDimensional ℂ V]
```

The annihilators $a_p$ are linear maps and the creators $a_p^\dagger$ are their adjoints. They satisfy $a_pa_q+a_qa_p=0$ and $a_pa_q^\dagger+a_q^\dagger a_p=\delta_{pq}$.

```lean
/-- The canonical anticommutation relations for annihilation operators `a p`, the creation
operators being their adjoints. -/
structure IsCAR (a : Fin M → Module.End ℂ V) : Prop where
  anti : ∀ p q, a p * a q + a q * a p = 0
  mixed : ∀ p q, a p * adjoint (a q) + adjoint (a q) * a p = if p = q then 1 else 0
```

Write $n_p=a_p^\dagger a_p$ (`occ`) and $N=\sum_p n_p$ (`number`).

```lean
/-- The occupation operator of mode `p`: annihilate, then create. -/
def occ (a : Fin M → Module.End ℂ V) (p : Fin M) : Module.End ℂ V := adjoint (a p) * a p

/-- The particle-number operator `N`, the sum of all occupations. -/
def number (a : Fin M → Module.End ℂ V) : Module.End ℂ V := ∑ p, occ a p
```

The penalised operator is $K=H+L(N-m)^2$, with $L$ real and $m$ a natural number.

```lean
/-- The penalised Hamiltonian `H + L (N - m)²`. -/
def penalised (a : Fin M → Module.End ℂ V) (H : Module.End ℂ V) (L : ℝ) (m : ℕ) :
    Module.End ℂ V :=
  H + (L : ℂ) • (number a - (m : ℂ) • (1 : Module.End ℂ V)) ^ 2
```

The function `energy` is the real part of $\langle x,Ax\rangle$, without normalisation. For self-adjoint $A$ and $x\neq0$ the usual expectation value is this number divided by $\|x\|^2$.

```lean
/-- The real part of `⟨x, A x⟩`. -/
def energy (A : Module.End ℂ V) (x : V) : ℝ := (inner ℂ x (A x)).re
```

A minimiser has norm one. The factor $\|y\|^2$ lets it be compared with vectors $y$ of any length.

```lean
/-- `x` is a unit vector of lowest energy: `⟨y, A y⟩ ≥ ⟨x, A x⟩ ‖y‖²` for every `y`, in real
parts. -/
def IsMinimiser (A : Module.End ℂ V) (x : V) : Prop :=
  ‖x‖ = 1 ∧ ∀ y, energy A x * ‖y‖ ^ 2 ≤ energy A y
```

## (a) Occupations are commuting projections

Show that
$$n_p^2=n_p,\qquad n_pn_q=n_qn_p .$$

**Solution.** Setting $q=p$ in the first relation gives $2a_p^2=0$, so $a_p^2=0$. Hence
$$n_p^2=a_p^\dagger(1-a_p^\dagger a_p)a_p=n_p-a_p^\dagger a_p^\dagger a_pa_p=n_p.$$
The second claim is trivial for $p=q$. For $p\ne q$, the creators also anticommute, by taking adjoints, and four swaps give
$$a_p^\dagger a_pa_q^\dagger a_q=-a_p^\dagger a_q^\dagger a_pa_q=a_q^\dagger a_p^\dagger a_pa_q=-a_q^\dagger a_p^\dagger a_qa_p=a_q^\dagger a_qa_p^\dagger a_p.$$

In the last `linear_combination`, the four terms are these four swaps; `noncomm_ring` checks the sum without reordering factors.

```lean
/-- Occupations of fermionic modes are idempotent and commute with each other. -/
theorem occ_idem_comm {a : Fin M → Module.End ℂ V} (h : IsCAR a) (p q : Fin M) :
    occ a p * occ a p = occ a p ∧ occ a p * occ a q = occ a q * occ a p := by
  constructor
  · have h2 : (2 : ℂ) • (a p * a p) = 0 := by rw [two_smul]; exact h.anti p p
    have haa : a p * a p = 0 := (smul_eq_zero.mp h2).resolve_left two_ne_zero
    have hX := h.mixed p p
    rw [if_pos rfl] at hX
    unfold occ
    linear_combination (norm := noncomm_ring)
      adjoint (a p) * hX * a p - adjoint (a p) * adjoint (a p) * haa
  · by_cases hpq : p = q
    · rw [hpq]
    have hX := h.mixed p q
    have hW := h.mixed q p
    rw [if_neg hpq] at hX
    rw [if_neg (Ne.symm hpq)] at hW
    -- the creators anticommute, by taking adjoints
    have hY : adjoint (a p) * adjoint (a q) + adjoint (a q) * adjoint (a p) = 0 := by
      have := congrArg adjoint (h.anti q p)
      simpa only [map_add, Module.End.mul_eq_comp, LinearMap.adjoint_comp, map_zero] using this
    unfold occ
    linear_combination (norm := noncomm_ring)
      adjoint (a p) * hX * a q - hY * (a p * a q)
        + adjoint (a q) * adjoint (a p) * h.anti p q - adjoint (a q) * hW * a p
```

## (b) Particle numbers are natural numbers

Let $Nv=\nu v$ with $v\neq0$ and $\nu$ complex. Show that
$$\nu\in\{0,1,2,\ldots\}.$$

**Solution.** Prove this for $N_S=\sum_{p\in S}n_p$, by induction on the set of modes $S$. If $S$ is empty, $0=\nu v$ gives $\nu=0$. Now add a mode $q$, so that $(n_q+N_S)v=\nu v$. If $n_qv=0$, then $N_Sv=\nu v$ and the induction hypothesis applies. Otherwise put $w=n_qv\neq0$. Applying $n_q$ and using (a) gives $w+N_Sw=\nu w$, so $N_Sw=(\nu-1)w$. Thus $\nu-1$ is a natural number, and so is $\nu$.

The inner statement `key` quantifies over `ν` and `v` because the induction replaces them by $\nu-1$ and $w$.

```lean
/-- Under the canonical anticommutation relations, every eigenvalue of the particle-number operator
is a natural number. -/
theorem number_eigenvalue_nat {a : Fin M → Module.End ℂ V} (h : IsCAR a) {ν : ℂ} {v : V}
    (hv : v ≠ 0) (hν : number a v = ν • v) : ∃ k : ℕ, ν = k := by
  have key : ∀ (s : Finset (Fin M)) (ν : ℂ) (v : V), v ≠ 0 →
      ∑ p ∈ s, occ a p v = ν • v → ∃ k : ℕ, ν = k := by
    intro s
    induction s using Finset.induction_on with
    | empty =>
      intro ν v hv hs
      rw [Finset.sum_empty] at hs
      exact ⟨0, by simpa using (smul_eq_zero.mp hs.symm).resolve_right hv⟩
    | insert q s hq ih =>
      intro ν v hv hs
      rw [Finset.sum_insert hq] at hs
      by_cases hw : occ a q v = 0
      · rw [hw, zero_add] at hs
        exact ih ν v hv hs
      · -- with mode `q` filled, the other modes hold one particle fewer
        have h1 : ∀ p, occ a p (occ a q v) = occ a q (occ a p v) :=
          fun p => LinearMap.congr_fun (occ_idem_comm h p q).2 v
        have h2 : occ a q (occ a q v) = occ a q v :=
          LinearMap.congr_fun (occ_idem_comm h q q).1 v
        have h3 := congrArg (occ a q) hs
        rw [map_add, h2, map_sum, map_smul] at h3
        obtain ⟨k, hk⟩ := ih (ν - 1) (occ a q v) hw (by
          rw [Finset.sum_congr rfl (fun p _ => h1 p), sub_smul, one_smul, ← h3]
          abel)
        exact ⟨k + 1, by push_cast; linear_combination hk⟩
  exact key Finset.univ ν v hv (by rw [← hν, number, LinearMap.sum_apply])
```

## (c) The number operator is self-adjoint

Show that
$$\langle Nx,y\rangle=\langle x,Ny\rangle .$$

**Solution.** For each mode, $\langle a_p^\dagger a_px,y\rangle=\langle a_px,a_py\rangle=\langle x,a_p^\dagger a_py\rangle$. Sum over $p$. The anticommutation relations are not needed, and `IsSymmetric` is exactly this identity.

```lean
/-- The particle-number operator is self-adjoint. -/
theorem number_symm (a : Fin M → Module.End ℂ V) : (number a).IsSymmetric := by
  intro x y
  simp only [number, LinearMap.sum_apply, sum_inner, inner_sum, occ, Module.End.mul_apply,
    LinearMap.adjoint_inner_left, LinearMap.adjoint_inner_right]
```

## (d) Leaving the sector costs at least one unit

Let $z$ be orthogonal to every $y$ with $Ny=my$. Show that
$$\|z\|^2\le\|(N-m)z\|^2 .$$

**Solution.** Take an orthonormal eigenbasis $b_i$ of $N$. By (b), $Nb_i=k_ib_i$ with $k_i$ a natural number, and by (c)
$$\langle b_i,(N-m)z\rangle=(k_i-m)\langle b_i,z\rangle .$$
If $k_i=m$, then $\langle b_i,z\rangle=0$. Otherwise $|k_i-m|\ge1$. Either way $|\langle b_i,z\rangle|^2\le|\langle b_i,(N-m)z\rangle|^2$, and summing over $i$ gives the claim.

The basis comes from Mathlib's `eigenvectorBasis`, which turns the symmetry proof `hN` into an orthonormal basis of eigenvectors. Its argument `rfl` fixes the number of basis vectors as the dimension of $V$. The companion `apply_eigenvectorBasis` supplies the eigenvalue equation, to which (b) applies. An operator inequality thereby becomes a comparison of squared coefficients, which `Finset.sum_le_sum` makes term by term.

```lean
/-- Under the canonical anticommutation relations, `(N - m)²` is at least one on vectors orthogonal
to the `m`-particle sector. -/
theorem number_gap {a : Fin M → Module.End ℂ V} (h : IsCAR a) (m : ℕ) {z : V}
    (hz : ∀ y, number a y = (m : ℂ) • y → inner ℂ y z = 0) :
    ‖z‖ ^ 2 ≤ ‖number a z - (m : ℂ) • z‖ ^ 2 := by
  have hN := number_symm a
  let b := hN.eigenvectorBasis rfl
  have par : ∀ x : V, ‖x‖ ^ 2 = ∑ i, ‖inner ℂ (b i) x‖ ^ 2 := by
    intro x
    rw [← b.repr.norm_map x, EuclideanSpace.norm_sq_eq]
    simp only [OrthonormalBasis.repr_apply_apply]
  rw [par z, par (number a z - (m : ℂ) • z)]
  refine Finset.sum_le_sum fun i _ => ?_
  have hb : number a (b i) = ((hN.eigenvalues rfl i : ℝ) : ℂ) • b i :=
    hN.apply_eigenvectorBasis rfl i
  obtain ⟨k, hk⟩ := number_eigenvalue_nat h (b.orthonormal.ne_zero i) hb
  rw [hk] at hb
  have hi : inner ℂ (b i) (number a z - (m : ℂ) • z) = ((k : ℂ) - m) * inner ℂ (b i) z := by
    rw [inner_sub_right, ← hN (b i) z, hb, inner_smul_left, inner_smul_right, map_natCast]
    ring
  rw [hi, norm_mul, mul_pow]
  by_cases hkm : k = m
  · rw [hkm] at hb
    rw [hz _ hb]
    simp
  · -- distinct integers differ by at least one
    have h0 : (k : ℤ) - m ≠ 0 := by omega
    have h1 : (1 : ℝ) ≤ ‖(k : ℂ) - m‖ := by
      have e : (k : ℂ) - m = (((k : ℤ) - m : ℤ) : ℂ) := by simp
      rw [e, Complex.norm_intCast]
      exact_mod_cast Int.one_le_abs h0
    exact le_mul_of_one_le_left (sq_nonneg _) (one_le_pow₀ h1)
```

## (e) The penalty as a squared norm

Show, in real parts, that
$$\langle x,Kx\rangle=\langle x,Hx\rangle+L\|(N-m)x\|^2 .$$

**Solution.** Since $m$ is real, (c) makes $N-m$ self-adjoint. Moving one factor to the left gives $\langle x,(N-m)^2x\rangle=\|(N-m)x\|^2$. Multiply by $L$ and add the energy of $H$. In Lean, `hD` moves the factor.

```lean
/-- The penalty adds `L ‖(N - m) x‖²` to the energy. -/
theorem energy_penalised (a : Fin M → Module.End ℂ V) (H : Module.End ℂ V) (L : ℝ) (m : ℕ)
    (x : V) : energy (penalised a H L m) x
      = energy H x + L * ‖number a x - (m : ℂ) • x‖ ^ 2 := by
  have hD : ∀ x y : V, inner ℂ (number a x - (m : ℂ) • x) y
      = inner ℂ x (number a y - (m : ℂ) • y) := by
    intro x y
    rw [inner_sub_left, inner_sub_right, number_symm a x y, inner_smul_left, inner_smul_right,
      map_natCast]
  have e : penalised a H L m x = H x + (L : ℂ) •
      (number a (number a x - (m : ℂ) • x) - (m : ℂ) • (number a x - (m : ℂ) • x)) := by
    rw [penalised, pow_two]
    rfl
  have hs : (inner ℂ (number a x - (m : ℂ) • x) (number a x - (m : ℂ) • x)).re
      = ‖number a x - (m : ℂ) • x‖ ^ 2 := inner_self_eq_norm_sq (𝕜 := ℂ) _
  unfold energy
  rw [e, inner_add_right, inner_smul_right, ← hD, Complex.add_re, Complex.re_ofReal_mul, hs]
```

## (f) A sufficient penalty strength

Let $H$ be self-adjoint, commute with $N$ and satisfy $\langle x,Hx\rangle\ge E_0\|x\|^2$ for all $x$. Let $u$ be a unit vector with $Nu=mu$, and let $L>\langle u,Hu\rangle-E_0$. Show that every unit minimiser $x$ of $K$ satisfies
$$Nx=mx,\qquad \langle x,Hx\rangle\|v\|^2\le\langle v,Hv\rangle\ \text{ whenever } Nv=mv .$$

Here $E_0$ is any lower bound on the energy over all particle numbers, and $u$ is any $m$-particle trial state, such as a Slater determinant.

**Solution.** Split $x=y+z$, with $Ny=my$ and $z$ orthogonal to the sector. Since $NHy=HNy=mHy$, the vector $Hy$ stays in the sector, so $\langle z,Hy\rangle=0$ and $\langle y,Hz\rangle=\langle Hy,z\rangle=0$. The bound on $H$ at $u$ gives $L>0$. With $e=\langle x,Kx\rangle$, (e) and (d) yield
$$e=\langle y,Hy\rangle+\langle z,Hz\rangle+L\|(N-m)z\|^2\ge\langle y,Hy\rangle+(E_0+L)\|z\|^2 .$$
The penalty vanishes on $y$, so minimality gives $\langle y,Hy\rangle\ge e\|y\|^2=e(1-\|z\|^2)$. Therefore
$$(E_0+L-e)\|z\|^2\le0 .$$
Minimality against $u$ gives $e\le\langle u,Hu\rangle<E_0+L$, so $z=0$ and $Nx=mx$. For $v$ in the sector, $K$ and $H$ have equal energies on both $x$ and $v$, and minimality gives the second claim.

In Lean, `hE` is the lower bound, `hc` the conservation law and `hL` the threshold. The steps `c1` and `c2` remove the cross terms, `hsplit` is the energy formula, and `nlinarith` closes the argument for $z=0$.

```lean
/-- Let the modes satisfy the canonical anticommutation relations. Let `H ≥ E0` be self-adjoint and
commute with `N`, let `u` be a unit `m`-particle state and `L > ⟨u, H u⟩ - E0`. Every unit minimiser
of `H + L (N - m)²` has exactly `m` particles, and its energy for `H` is the lowest in the
`m`-particle sector. -/
theorem minimiser_in_sector {a : Fin M → Module.End ℂ V} (h : IsCAR a) {H : Module.End ℂ V}
    (hH : H.IsSymmetric) (hc : Commute H (number a)) {E0 L : ℝ}
    (hE : ∀ x, E0 * ‖x‖ ^ 2 ≤ energy H x) {m : ℕ} {u : V} (hu : ‖u‖ = 1)
    (hNu : number a u = (m : ℂ) • u) (hL : energy H u - E0 < L) {x : V}
    (hx : IsMinimiser (penalised a H L m) x) : number a x = (m : ℂ) • x ∧
      ∀ v, number a v = (m : ℂ) • v → energy H x * ‖v‖ ^ 2 ≤ energy H v := by
  -- inside the sector the penalty vanishes
  have hin : ∀ v, number a v = (m : ℂ) • v → energy (penalised a H L m) v = energy H v := by
    intro v hv
    rw [energy_penalised, hv]
    simp
  have key : number a x = (m : ℂ) • x := by
    obtain ⟨y, hy, z, hz, hxyz⟩ := Submodule.exists_add_mem_mem_orthogonal
      (K := LinearMap.ker (number a - (m : ℂ) • (1 : Module.End ℂ V))) x
    have hy' : number a y = (m : ℂ) • y := sub_eq_zero.mp (LinearMap.mem_ker.mp hy)
    have hz' : ∀ w, number a w = (m : ℂ) • w → inner ℂ w z = 0 := fun w hw =>
      (Submodule.mem_orthogonal _ _).mp hz w (LinearMap.mem_ker.mpr (sub_eq_zero.mpr hw))
    -- `H` keeps the sector, so it does not couple `y` and `z`
    have hHy : number a (H y) = (m : ℂ) • H y := by
      have e : H (number a y) = number a (H y) := LinearMap.congr_fun hc.eq y
      rw [← e, hy', map_smul]
    have c1 : inner ℂ y (H z) = 0 := by rw [← hH y z]; exact hz' _ hHy
    have c2 : inner ℂ z (H y) = 0 := inner_eq_zero_symm.mp (hz' _ hHy)
    have hsplit : energy (penalised a H L m) x
        = energy H y + energy H z + L * ‖number a z - (m : ℂ) • z‖ ^ 2 := by
      rw [energy_penalised, hxyz, map_add, hy', smul_add, add_sub_add_left_eq_sub]
      unfold energy
      rw [map_add, inner_add_left, inner_add_right, inner_add_right, c1, c2, add_zero, zero_add,
        Complex.add_re]
    have hn : ‖x‖ ^ 2 = ‖y‖ ^ 2 + ‖z‖ ^ 2 := by
      rw [hxyz, norm_add_sq (𝕜 := ℂ), hz' y hy']
      simp
    have hEu := hE u
    have hxu := hx.2 u
    have hxy := hx.2 y
    rw [hu] at hEu
    rw [hin u hNu, hu] at hxu
    rw [hx.1] at hn
    rw [hin y hy', show ‖y‖ ^ 2 = 1 - ‖z‖ ^ 2 by linarith] at hxy
    have hL0 : 0 ≤ L := by linarith
    have g := mul_le_mul_of_nonneg_left (number_gap h m hz') hL0
    -- weight outside the sector costs more than it can gain
    have hz0 : z = 0 := by
      by_contra hne
      have hp : 0 < ‖z‖ ^ 2 := pow_pos (norm_pos_iff.mpr hne) 2
      have hq : 0 < E0 + L - energy (penalised a H L m) x := by linarith
      nlinarith [mul_pos hq hp, hE z]
    rw [hxyz, hz0, add_zero]
    exact hy'
  refine ⟨key, fun v hv => ?_⟩
  rw [← hin x key, ← hin v hv]
  exact hx.2 v
```

The strict inequality on $L$ cannot be relaxed to $\ge$, as one mode on $\mathbb C^2$ shows. Take $H=-N$, $m=0$, $E_0=-1$ and $u$ the empty state, so the threshold is $1$. At $L=1$, $K=-N+N^2=0$, and the filled state is a minimiser with the wrong particle number.

## (g) Two explicit modes

In the basis $|n_0n_1\rangle$, let
$$a_0|10\rangle=|00\rangle,\quad a_0|11\rangle=|01\rangle,\quad a_1|01\rangle=|00\rangle,\quad a_1|11\rangle=-|10\rangle,$$
with all other images zero. Show that their real matrices $A_0,A_1$ satisfy
$$A_pA_q+A_qA_p=0,\qquad A_pA_q^{T}+A_q^{T}A_p=\delta_{pq}\mathbb 1 .$$

```lean
/-- Matrices of two annihilation operators in the basis `|00⟩, |01⟩, |10⟩, |11⟩`. -/
def twoMode : Fin 2 → Matrix (Fin 4) (Fin 4) ℤ :=
  ![!![0, 0, 1, 0; 0, 0, 0, 1; 0, 0, 0, 0; 0, 0, 0, 0],
    !![0, 1, 0, 0; 0, 0, 0, 0; 0, 0, 0, -1; 0, 0, 0, 0]]
```

**Solution.** Each $A_p$ squares to zero. On $|11\rangle$, $A_0A_1$ gives $-|00\rangle$ and $A_1A_0$ gives $|00\rangle$; both products kill the other basis states. For $p=q$, the two mixed products project onto mode $p$ empty and filled, so they add to $\mathbb 1$. For $p=0$, $q=1$, only $|10\rangle$ gives non-zero terms, $-|01\rangle$ and $|01\rangle$, which cancel. Transposing gives the remaining case.

Lean decides both identities over the integers and carries them to $\mathbb C^4$, where the conjugate transpose represents the adjoint. `IsCAR` is thus satisfied by a concrete two-mode system.

```lean
/-- The two explicit matrices `twoMode`, acting on `ℂ⁴`, satisfy the canonical anticommutation
relations. -/
theorem isCAR_witness : IsCAR (fun p =>
    Matrix.toEuclideanLin ((Int.castRingHom ℂ).mapMatrix (twoMode p))) := by
  -- both relations are checked on integer matrices
  have anti : ∀ p q, twoMode p * twoMode q + twoMode q * twoMode p = 0 := by decide +kernel
  have mixed : ∀ p q, twoMode p * (twoMode q).transpose + (twoMode q).transpose * twoMode p
      = if p = q then 1 else 0 := by decide +kernel
  have hct : ∀ A : Matrix (Fin 4) (Fin 4) ℤ, ((Int.castRingHom ℂ).mapMatrix A).conjTranspose
      = (Int.castRingHom ℂ).mapMatrix A.transpose := by
    intro A
    ext i j
    simp [Matrix.conjTranspose_apply]
  have hmul : ∀ A B : Matrix (Fin 4) (Fin 4) ℂ,
      (Matrix.toEuclideanLin A * Matrix.toEuclideanLin B : Module.End ℂ (EuclideanSpace ℂ (Fin 4)))
        = Matrix.toEuclideanLin (A * B) := fun A B =>
    LinearMap.ext fun x => congrArg (WithLp.toLp 2) (Matrix.mulVec_mulVec x.ofLp A B)
  constructor
  · intro p q
    have key := congrArg (Int.castRingHom ℂ).mapMatrix (anti p q)
    rw [map_add, map_mul, map_mul, map_zero] at key
    rw [hmul, hmul, ← map_add, key, map_zero]
  · intro p q
    have key := congrArg (Int.castRingHom ℂ).mapMatrix (mixed p q)
    rw [map_add, map_mul, map_mul, ← hct] at key
    rw [← Matrix.toEuclideanLin_conjTranspose_eq_adjoint, hmul, hmul, ← map_add, key]
    split_ifs
    · rw [map_one]
      exact LinearMap.ext fun x => congrArg (WithLp.toLp 2) (Matrix.one_mulVec x.ofLp)
    · rw [map_zero, map_zero]

end ParticleNumberPenalty
```

```lean
#print axioms ParticleNumberPenalty.minimiser_in_sector
```

```
'ParticleNumberPenalty.minimiser_in_sector' depends on axioms: [propext, Classical.choice, Quot.sound]
```
